# The band gap of the two-plane-wave model of nearly free electrons

An electron moves along a line in the periodic potential $U(x) = 2V\cos(2gx)$, with $g > 0$ and $V$ real, in units $\hbar^2/2m = 1$. The reciprocal lattice vector is $2g$, and the potential couples the plane wave $e^{i(q+g)x}$ to $e^{i(q-g)x}$ with matrix element $V$. The wave number $q$ is measured from the Bragg point, where the two waves have the same kinetic energy $g^2$. Keeping only these two waves, with amplitudes $c_0$ and $c_1$, gives the Hamiltonian

$$H(q) = \begin{pmatrix} (q+g)^2 & V \\ V & (q-g)^2 \end{pmatrix}.$$

At $q = 0$ the two levels are split by $2|V|$. A band gap, however, is the bottom of the upper band minus the top of the lower band over a whole zone $|q| \le g$, and the question is when it equals the splitting at the Bragg point. For $g > 0$ it does so if and only if $2|V| \le 3g^2$. In this one-dimensional, non-interacting, two-wave model, that is the condition under which a gap may be read off at the Bragg point alone. Its failure at larger $|V|$ comes from keeping only two waves: for the full potential $U$ the lowest gap always lies at the Bragg point.

## Derivation

Write $S(q) = \sqrt{4g^2q^2 + V^2}$ and $E_\pm(q) = g^2 + q^2 \pm S(q)$. The secular determinant is

$$\det(H - E) = E^2 - 2(g^2+q^2)E + (g^2-q^2)^2 - V^2 .$$

Since $(g^2-q^2)^2 = (g^2+q^2)^2 - 4g^2q^2$, this equals $(E - g^2 - q^2)^2 - S^2 = (E - E_+)(E - E_-)$, so the energies are exactly $E_\pm(q)$.

At $q = 0$, $S = |V|$ and $E_\pm(0) = g^2 \pm |V|$. Multiplying out shows that $(1,1)/\sqrt2$ and $(1,-1)/\sqrt2$ are eigenvectors with energies $g^2 + V$ and $g^2 - V$. They are the standing waves proportional to $\cos gx$ and $\sin gx$. For $V \ne 0$ the cosine has the lower energy when $g^2 + V = g^2 - |V|$, that is when $V < 0$; its density then peaks at $x = 0$, where $U = 2V$ is a minimum.

For the upper band, $S \ge |V|$ and $q^2 \ge 0$ give $E_+(q) \ge g^2 + |V|$, with equality at $q = 0$.

For the lower band, $E_-(q) \le g^2 - |V|$ is the inequality $q^2 + |V| \le S$. Comparing squares,

$$S^2 - (q^2 + |V|)^2 = q^2\,(4g^2 - q^2 - 2|V|).$$

If $2|V| \le 3g^2$ and $q^2 \le g^2$, the bracket is nonnegative. The maximum of $E_-$ is then $g^2 - |V|$, reached at $q = 0$, and the gap is $2|V|$.

If $2|V| \ge 3g^2$, put $R = S(g) = \sqrt{4g^4 + V^2}$ and $d = g^2 - q^2$, so that $0 \le d \le g^2$ and $E_-(g) = 2g^2 - R$. The bound $E_-(q) \le 2g^2 - R$ is the inequality $R - d \le S$. With $S^2 = R^2 - 4g^2 d$,

$$S^2 - (R - d)^2 = d\,(2R - 4g^2 - d).$$

From $V^2 \ge \tfrac94 g^4$ follows $R^2 \ge \tfrac{25}{4}g^4$, hence $2R \ge 5g^2 \ge 4g^2 + d$, and the product is nonnegative. The maximum of $E_-$ is $2g^2 - R$, reached at $q = g$, and the gap is $|V| - g^2 + R$.

For $2|V| > 3g^2$ and $g > 0$ this gap is positive, because $|V| > g^2$. It is smaller than $2|V|$ because $R < g^2 + |V|$: the squares differ by $(g^2 + |V|)^2 - R^2 = g^2(2|V| - 3g^2) > 0$. So the gap equals $2|V|$ exactly when $2|V| \le 3g^2$.

## The model in Lean

```lean
import Mathlib

open Matrix Set

namespace NearlyFreeElectron

noncomputable section

/-- Two-plane-wave Hamiltonian: kinetic energies `(q ± g)²` coupled by the Fourier
component `V` of the lattice potential. -/
def H (g V q : ℝ) : Matrix (Fin 2) (Fin 2) ℝ := !![(q + g) ^ 2, V; V, (q - g) ^ 2]
```

The indices of `Fin 2` are $0$ and $1$, as for the amplitudes: $c_0$ belongs to the wave $q + g$ and $c_1$ to $q - g$. The matrix is the starting point of the formal development. The potential, the plane waves and the truncation to two of them do not appear in it, and $V$ is real, as it is for the even potential above.

```lean
/-- `E` is an energy at wave number `q` if `H` has a nonzero eigenvector with eigenvalue `E`. -/
def IsEnergy (g V q E : ℝ) : Prop := ∃ v : Fin 2 → ℝ, v ≠ 0 ∧ H g V q *ᵥ v = E • v
```

An energy is a real number with a nonzero real eigenvector, which need not be normalised. The symbol `*ᵥ` is the product of a matrix with a column vector.

```lean
/-- The upper band `E₊ = g² + q² + √(4g²q² + V²)`. -/
def Eplus (g V q : ℝ) : ℝ := g ^ 2 + q ^ 2 + Real.sqrt (4 * g ^ 2 * q ^ 2 + V ^ 2)

/-- The lower band `E₋ = g² + q² - √(4g²q² + V²)`. -/
def Eminus (g V q : ℝ) : ℝ := g ^ 2 + q ^ 2 - Real.sqrt (4 * g ^ 2 * q ^ 2 + V ^ 2)

/-- The band gap: bottom of the upper band minus top of the lower band over `|q| ≤ g`. -/
def bandGap (g V : ℝ) : ℝ :=
  sInf (Eplus g V '' Icc (-g) g) - sSup (Eminus g V '' Icc (-g) g)
```

`Eplus g V '' Icc (-g) g` is the set of values $E_+(q)$ for $-g \le q \le g$, and `sInf`, `sSup` are infimum and supremum. On the reals Lean gives both the value $0$ for an empty set, which is what the zone becomes for $g < 0$; the theorems about extrema over the zone and about the gap all assume $g \ge 0$ or $g > 0$.

## The spectrum

```lean
/-- The secular determinant factorises as `det (H - E) = (E - E₊)(E - E₋)`. -/
theorem secular_det (g V q E : ℝ) :
    (H g V q - E • (1 : Matrix (Fin 2) (Fin 2) ℝ)).det
      = (E - Eplus g V q) * (E - Eminus g V q) := by
  have hs : Real.sqrt (4 * g ^ 2 * q ^ 2 + V ^ 2) ^ 2 = 4 * g ^ 2 * q ^ 2 + V ^ 2 :=
    Real.sq_sqrt (by positivity)
  have hM : H g V q - E • (1 : Matrix (Fin 2) (Fin 2) ℝ)
      = !![(q + g) ^ 2 - E, V; V, (q - g) ^ 2 - E] := by
    ext i j
    fin_cases i <;> fin_cases j <;> simp [H]
  rw [hM, Matrix.det_fin_two_of]
  unfold Eplus Eminus
  linear_combination hs
```

`hs` is $S^2 = 4g^2q^2 + V^2$, and `hM` writes $H - E$ entry by entry. Once the determinant is expanded, the two sides differ by $S^2 - 4g^2q^2 - V^2$, and `linear_combination hs` checks this polynomial identity.

```lean
/-- The energies at wave number `q` are exactly `E₊(q)` and `E₋(q)`. -/
theorem isEnergy_iff (g V q E : ℝ) :
    IsEnergy g V q E ↔ E = Eplus g V q ∨ E = Eminus g V q := by
  have hv : ∀ v : Fin 2 → ℝ,
      (H g V q - E • (1 : Matrix (Fin 2) (Fin 2) ℝ)) *ᵥ v = H g V q *ᵥ v - E • v := by
    intro v
    simp [Matrix.sub_mulVec, Matrix.smul_mulVec]
  -- an eigenvector exists iff the secular determinant vanishes
  have h : IsEnergy g V q E ↔ (H g V q - E • (1 : Matrix (Fin 2) (Fin 2) ℝ)).det = 0 := by
    rw [← Matrix.exists_mulVec_eq_zero_iff]
    simp only [IsEnergy, hv, sub_eq_zero]
  rw [h, secular_det, mul_eq_zero, sub_eq_zero, sub_eq_zero]
```

For all real $g$, $V$, $q$, a number $E$ is an energy if and only if it equals $E_+(q)$ or $E_-(q)$. `Matrix.exists_mulVec_eq_zero_iff` supplies the step that $H - E$ annihilates a nonzero vector exactly when its determinant vanishes, and the factorised determinant vanishes when one factor does.

## The Bragg point

```lean
/-- At `q = 0` the bands take the values `g² + |V|` and `g² - |V|`. -/
theorem bragg_energies (g V : ℝ) :
    Eplus g V 0 = g ^ 2 + |V| ∧ Eminus g V 0 = g ^ 2 - |V| := by
  constructor <;> simp [Eplus, Eminus, Real.sqrt_sq_eq_abs]

/-- At `q = 0` the vectors `(1,1)` and `(1,-1)` are eigenvectors of `H`
with energies `g² + V` and `g² - V`. -/
theorem standing_waves (g V : ℝ) :
    H g V 0 *ᵥ ![1, 1] = (g ^ 2 + V) • ![1, 1] ∧
      H g V 0 *ᵥ ![1, -1] = (g ^ 2 - V) • ![1, -1] := by
  constructor <;> ext i <;> fin_cases i <;>
    simp [H, Matrix.mulVec, dotProduct, Fin.sum_univ_succ] <;> ring
```

The first theorem is $\sqrt{V^2} = |V|$, and the second is matrix multiplication. The code uses `![1, 1]` and `![1, -1]`, each $\sqrt2$ times the unit vector, which leaves the eigenvalues unchanged.

```lean
/-- For `V ≠ 0` the two levels at `q = 0` are split, and the vector `(1,1)` has the
lower energy `E₋(0)` exactly when `V < 0`. -/
theorem cosine_lower_iff (g V : ℝ) (hV : V ≠ 0) :
    Eminus g V 0 < Eplus g V 0 ∧
      (H g V 0 *ᵥ ![1, 1] = Eminus g V 0 • ![1, 1] ↔ V < 0) := by
  rw [(standing_waves g V).1, (bragg_energies g V).1, (bragg_energies g V).2]
  have hpos : 0 < |V| := abs_pos.mpr hV
  refine ⟨by linarith, fun h => ?_, fun h => ?_⟩
  · have h0 := congrFun h 0
    simp only [Pi.smul_apply, Matrix.cons_val_zero, smul_eq_mul, mul_one] at h0
    linarith
  · rw [abs_of_neg h, sub_neg_eq_add]
```

For $V \neq 0$, $E_-(0) < E_+(0)$, and $(1,1)$ has eigenvalue $E_-(0)$ if and only if $V < 0$. After the rewrites the eigenvalue equation reads $(g^2 + V)(1,1) = (g^2 - |V|)(1,1)$. Its component $0$, named `h0`, gives $V = -|V|$, which is negative by `hpos`. Conversely, $V < 0$ gives $|V| = -V$.

## Removing the square root

Each bound on the bands proved below rests on a lower bound on a square root, and all of them come from `Real.abs_le_sqrt`: for real $x$ and $y$, $x^2 \le y$ implies $|x| \le \sqrt y$. Chained with `le_abs_self`, which is $x \le |x|$, it gives $x \le \sqrt y$ whatever the sign of $x$. This is the direction of squaring that needs no sign check, so the bound $R - d \le S$ is obtained without first asking whether $R - d$ is positive. The hypothesis $x^2 \le y$ no longer contains the root being bounded. It is a polynomial inequality, closed by `linarith` for $x = V$, by `nlinarith` from the squared condition on $V$ for $x = \tfrac52 g^2$, and in the other two cases by `nlinarith` handed the product found by hand, and in the conclusion the root is a single unknown for `linarith`. The lemma is used with $x = V$, $x = q^2 + |V|$, $x = \tfrac52 g^2$ and $x = R - d$.

## The band edges

```lean
/-- Over the zone `|q| ≤ g` the upper band attains its minimum `g² + |V|`. -/
theorem upper_band_min (g V : ℝ) (hg : 0 ≤ g) :
    IsLeast (Eplus g V '' Icc (-g) g) (g ^ 2 + |V|) := by
  refine ⟨⟨0, ⟨by linarith, hg⟩, (bragg_energies g V).1⟩, ?_⟩
  rintro _ ⟨q, -, rfl⟩
  have h0 : 0 ≤ 4 * g ^ 2 * q ^ 2 := by positivity
  have h1 : |V| ≤ Real.sqrt (4 * g ^ 2 * q ^ 2 + V ^ 2) := Real.abs_le_sqrt (by linarith)
  unfold Eplus
  linarith [sq_nonneg q]
```

`IsLeast` says that the number belongs to the set and is a lower bound for it, so the minimum is attained. The proof offers $q = 0$ for membership. The bound `h1` is $|V| \le S$, and it holds for every $q$, so the condition $|q| \le g$ is discarded.

```lean
/-- If `2|V| ≤ 3g²`, the lower band attains its maximum `g² - |V|` over `|q| ≤ g`. -/
theorem lower_band_max_weak (g V : ℝ) (hg : 0 ≤ g) (h : 2 * |V| ≤ 3 * g ^ 2) :
    IsGreatest (Eminus g V '' Icc (-g) g) (g ^ 2 - |V|) := by
  refine ⟨⟨0, ⟨by linarith, hg⟩, (bragg_energies g V).2⟩, ?_⟩
  rintro _ ⟨q, ⟨h1, h2⟩, rfl⟩
  have hq : q ^ 2 ≤ g ^ 2 := sq_le_sq' h1 h2
  have h3 : 0 ≤ 4 * g ^ 2 - q ^ 2 - 2 * |V| := by linarith
  -- squared form of `q² + |V| ≤ √(4g²q² + V²)`
  have h4 : (q ^ 2 + |V|) ^ 2 ≤ 4 * g ^ 2 * q ^ 2 + V ^ 2 := by
    nlinarith [sq_abs V, mul_nonneg (sq_nonneg q) h3]
  have h5 := le_trans (le_abs_self _) (Real.abs_le_sqrt h4)
  unfold Eminus
  linarith
```

`IsGreatest` is the same notion for a maximum. `hq` is $q^2 \le g^2$, `h3` is the sign of the bracket $4g^2 - q^2 - 2|V|$, and the hint `mul_nonneg (sq_nonneg q) h3` is the product of that bracket with $q^2$, which yields the squared inequality `h4`.

```lean
/-- If `2|V| ≥ 3g²`, the lower band attains its maximum `2g² - √(4g⁴ + V²)` over
`|q| ≤ g`. -/
theorem lower_band_max_strong (g V : ℝ) (hg : 0 ≤ g) (h : 3 * g ^ 2 ≤ 2 * |V|) :
    IsGreatest (Eminus g V '' Icc (-g) g) (2 * g ^ 2 - Real.sqrt (4 * g ^ 4 + V ^ 2)) := by
  refine ⟨⟨g, ⟨by linarith, le_rfl⟩, ?_⟩, ?_⟩
  · unfold Eminus
    rw [show 4 * g ^ 2 * g ^ 2 + V ^ 2 = 4 * g ^ 4 + V ^ 2 by ring]
    ring
  · rintro _ ⟨q, ⟨h1, h2⟩, rfl⟩
    have hq : q ^ 2 ≤ g ^ 2 := sq_le_sq' h1 h2
    have hR : Real.sqrt (4 * g ^ 4 + V ^ 2) ^ 2 = 4 * g ^ 4 + V ^ 2 :=
      Real.sq_sqrt (by positivity)
    -- the condition on `V` gives `R ≥ 5g²/2` for the root `R` at `q = g`
    have hsq := mul_self_le_mul_self (by positivity) h
    have h3 : (5 / 2 * g ^ 2) ^ 2 ≤ 4 * g ^ 4 + V ^ 2 := by nlinarith [sq_abs V]
    have h4 := le_trans (le_abs_self _) (Real.abs_le_sqrt h3)
    generalize Real.sqrt (4 * g ^ 4 + V ^ 2) = R at hR h4 ⊢
    have hd : 0 ≤ g ^ 2 - q ^ 2 := by linarith
    have he : 0 ≤ 2 * R - 4 * g ^ 2 - (g ^ 2 - q ^ 2) := by linarith [sq_nonneg q]
    have h5 : (R - (g ^ 2 - q ^ 2)) ^ 2 ≤ 4 * g ^ 2 * q ^ 2 + V ^ 2 := by
      nlinarith [mul_nonneg hd he]
    have h6 := le_trans (le_abs_self _) (Real.abs_le_sqrt h5)
    unfold Eminus
    linarith
```

Membership is shown at $q = g$. `h3` and `h4` give $R \ge \tfrac52 g^2$, and `generalize` then replaces the root by a variable `R` known only through `hR` and `h4`. The facts `hd` and `he` are the signs of $d$ and of $2R - 4g^2 - d$, and their product gives `h5`, which is $(R - d)^2 \le S^2$. The statements give the extremal values, while the points $q = 0$ and $q = g$ occur only in the proofs. At $2|V| = 3g^2$ both lower-band theorems apply, and both values are $-g^2/2$.

## The gap

```lean
/-- If `2|V| > 3g²`, the band gap is `|V| - g² + √(4g⁴ + V²)`, which is positive and
strictly smaller than `2|V|`. -/
theorem bandGap_strong (g V : ℝ) (hg : 0 < g) (h : 3 * g ^ 2 < 2 * |V|) :
    bandGap g V = |V| - g ^ 2 + Real.sqrt (4 * g ^ 4 + V ^ 2) ∧
      0 < bandGap g V ∧ bandGap g V < 2 * |V| := by
  have hg2 : 0 < g ^ 2 := by positivity
  have hgap : bandGap g V = |V| - g ^ 2 + Real.sqrt (4 * g ^ 4 + V ^ 2) := by
    unfold bandGap
    rw [(upper_band_min g V hg.le).csInf_eq, (lower_band_max_strong g V hg.le h.le).csSup_eq]
    ring
  have hlt : Real.sqrt (4 * g ^ 4 + V ^ 2) < g ^ 2 + |V| := by
    rw [Real.sqrt_lt' (by positivity)]
    nlinarith [sq_abs V, mul_pos hg2 (sub_pos.mpr h)]
  have hnn := Real.sqrt_nonneg (4 * g ^ 4 + V ^ 2)
  refine ⟨hgap, ?_, ?_⟩ <;> rw [hgap] <;> linarith
```

The theorem assumes $g > 0$; at $g = 0$ the gap is equal to $2|V|$, not smaller. `csInf_eq` and `csSup_eq` turn an attained minimum or maximum into the value of `sInf` or `sSup`, which gives the formula `hgap`. `hlt` is $R < g^2 + |V|$, proved through the squares with the positive product $g^2(2|V| - 3g^2)$. These are properties of the $2\times2$ matrix. As a physical caution that no theorem here addresses, the plane waves left out of the basis, such as $q - 3g$ and $q + 3g$, matter near $q = g$ and $q = -g$ respectively (at $q = g$ the omitted wave $q - 3g = -2g$ has the same kinetic energy as the kept wave $q + g = 2g$) and when $|V|$ is comparable with $g^2$, so the strong-coupling formula should not be read as the gap of the full cosine potential.

The main theorem states that for $g > 0$ and any real $V$ the gap equals $2|V|$ if and only if $2|V| \le 3g^2$. The case $V = 0$ is included, with gap zero. From left to right the proof is by contradiction, since $2|V| > 3g^2$ would make the gap strictly smaller than $2|V|$. From right to left it subtracts $g^2 - |V|$ from $g^2 + |V|$. The strict condition $g > 0$ serves the first direction: at $g = 0$ the zone is the single point $q = 0$, where the splitting is $2|V|$ for every $V$.

```lean
/-- For `g > 0` the band gap over `|q| ≤ g` equals `2|V|` if and only if `2|V| ≤ 3g²`. -/
theorem bandGap_eq_iff (g V : ℝ) (hg : 0 < g) :
    bandGap g V = 2 * |V| ↔ 2 * |V| ≤ 3 * g ^ 2 := by
  constructor
  · intro h
    by_contra hc
    have := (bandGap_strong g V hg (not_le.mp hc)).2.2
    linarith
  · intro h
    unfold bandGap
    rw [(upper_band_min g V hg.le).csInf_eq, (lower_band_max_weak g V hg.le h).csSup_eq]
    ring

end

end NearlyFreeElectron
```

```lean
#print axioms NearlyFreeElectron.isEnergy_iff
-- 'NearlyFreeElectron.isEnergy_iff' depends on axioms: [propext, Classical.choice, Quot.sound]
#print axioms NearlyFreeElectron.cosine_lower_iff
-- 'NearlyFreeElectron.cosine_lower_iff' depends on axioms: [propext, Classical.choice, Quot.sound]
#print axioms NearlyFreeElectron.bandGap_eq_iff
-- 'NearlyFreeElectron.bandGap_eq_iff' depends on axioms: [propext, Classical.choice, Quot.sound]
```
